# The squared gradients of a complete p shell add up to a function of the radius

In the plane, take the two p functions R(r) cos θ and R(r) sin θ. Along the radial and tangential unit vectors, their gradients have components

(R′ cos θ, −(R/r) sin θ) and (R′ sin θ, (R/r) cos θ).

The squared lengths add up to R′² + R²/r², and the angle has dropped out. Radial and tangential changes are perpendicular, so no cross term arises, and cos² θ + sin² θ = 1 does the rest.

Such sums give the kinetic-energy density τ = ½ Σ |∇φ|² (atomic units, one electron per orbital), an input to meta-GGA exchange-correlation functionals. In a PAW calculation, the formulas below apply to the contribution of a single shell with one common radial function and an occupation matrix proportional to the identity.

## From orthogonal gradients to the shell sums

Let x ≠ 0 be a point in d dimensions, r = ‖x‖, n = x/r, and e_i the unit vector along axis i. Let R be differentiable at r. The chain and quotient rules give

∇R(r) = R′ n,  ∇n_i = (e_i − n_i n)/r.

Since n·e_i = n_i and n·n = 1,

n·∇n_i = (n_i − n_i)/r = 0,
∇n_i·∇n_j = (δ_ij − 2n_i n_j + n_i n_j)/r² = (δ_ij − n_i n_j)/r².

Now let Y_k be finitely many functions with gradients G_k orthogonal to x at that point. Then ∇(R Y_k) = R′ Y_k n + R G_k. The cross term 2RR′Y_k n·G_k vanishes, so

Σ_k |∇(R Y_k)|² = R′² Σ_k Y_k² + R² Σ_k |G_k|².

For the p shell, Y_i = n_i. Here Σ n_i² = 1 and Σ |∇n_i|² = Σ (1 − n_i²)/r² = (d − 1)/r², hence

Σ_i |∇φ_i|² = R′² + (d − 1)R²/r².

For the Cartesian d shell, Y_ij = n_i n_j − δ_ij/d, where the d in the formula is the dimension. Over all ordered pairs,

Σ Y_ij² = 1 − 2/d + 1/d = 1 − 1/d.

The gradient G_ij = n_i∇n_j + n_j∇n_i is again orthogonal to x, and

|G_ij|² = [n_i²(1 − n_j²) + n_j²(1 − n_i²) + 2n_i n_j(δ_ij − n_i n_j)]/r².

The first two terms each sum to (d − 1)/r² and the last to zero. The total is 2(d − 1)/r², which gives

Σ_ij |∇φ_ij|² = (1 − 1/d)(R′² + 2d R²/r²).

As a numerical instance, take R(r) = r² and x = (1, 2, 2), so r = 3, R = 9, R′ = 6. The p formula gives 36 + 2·81/9 = 54. Directly, φ_i = r y_i has squared gradient r² + 3y_i² at y = x, and 12 + 21 + 21 = 54.

## The shell sums in Lean

Positions lie in `EuclideanSpace ℝ (Fin d)`, with `d` any natural number; `x ≠ 0` excludes dimension zero.

```lean
import Mathlib

open Finset

namespace ShellKineticEnergy

noncomputable section

variable {d : ℕ}
```

The direction cosine n_i is a function of position.

```lean
/-- The direction cosine `y_i / ‖y‖` of a position `y` away from the origin. -/
def dirCos (i : Fin d) (y : EuclideanSpace ℝ (Fin d)) : ℝ := y i / ‖y‖
```

Its expected gradient is first written down as a vector; a later theorem shows that it is the gradient.

```lean
/-- The vector `(e_i - n_i x / ‖x‖) / ‖x‖`, for `x` away from the origin, where `n_i` is the
direction cosine of `x`. -/
def dirCosGrad (i : Fin d) (x : EuclideanSpace ℝ (Fin d)) : EuclideanSpace ℝ (Fin d) :=
  ‖x‖⁻¹ • (EuclideanSpace.single i (1 : ℝ) - dirCos i x • (‖x‖⁻¹ • x))
```

The orbitals are real and carry no angular normalisation.

```lean
/-- The p function with radial part `R` along axis `i`, away from the origin. -/
def pOrbital (R : ℝ → ℝ) (i : Fin d) (y : EuclideanSpace ℝ (Fin d)) : ℝ :=
  R ‖y‖ * dirCos i y
```

In three dimensions, with ∫R²r² dr = 1, normalised p functions multiply the p sum by 3/(4π).

```lean
/-- The Cartesian d function `R(‖y‖) (n_i n_j - δ_ij / d)` with radial part `R`, away from the
origin in dimension `d ≥ 1`. -/
def dOrbital (R : ℝ → ℝ) (i j : Fin d) (y : EuclideanSpace ℝ (Fin d)) : ℝ :=
  R ‖y‖ * (dirCos i y * dirCos j y - if i = j then 1 / (d : ℝ) else 0)
```

Off-diagonal d functions occur twice in the ordered sum. In three dimensions, the five normalised d functions give 15/(8π) times the nine-function sum. To obtain the shell's contribution to an atom's τ, with all orbitals of the shell equally occupied, multiply the sum by its normalisation factor, by ½ and by the number of electrons per orbital. This step is made here in prose; other shells add their own contributions.

In the next statement `R'` is a number, the derivative of `R` at `‖x‖`. The proof differentiates the norm as √(‖y‖²), then applies the chain rule.

```lean
/-- Away from the origin, the gradient of a radial function `R(‖y‖)` with `R` differentiable at
`‖x‖` is `R'(‖x‖) x / ‖x‖`. -/
theorem hasGradientAt_radial {E : Type*} [NormedAddCommGroup E] [InnerProductSpace ℝ E]
    [CompleteSpace E] {R : ℝ → ℝ} {R' : ℝ} {x : E}
    (hx : x ≠ 0) (hR : HasDerivAt R R' ‖x‖) :
    HasGradientAt (fun y : E => R ‖y‖) ((R' / ‖x‖) • x) x := by
  have hr : ‖x‖ ≠ 0 := norm_ne_zero_iff.mpr hx
  -- differentiate the norm as the square root of its square
  have h1 := (hasStrictFDerivAt_norm_sq x).hasFDerivAt.sqrt (pow_ne_zero 2 hr)
  have hfun : (fun y : E => ‖y‖) = fun y => √(‖y‖ ^ 2) := by
    funext y
    rw [Real.sqrt_sq (norm_nonneg y)]
  have h2 : HasFDerivAt (fun y : E => ‖y‖) (‖x‖⁻¹ • innerSL ℝ x) x := by
    rw [hfun]
    refine h1.congr_fderiv ?_
    rw [Real.sqrt_sq (norm_nonneg x)]
    module
  have h3 : HasFDerivAt (fun y : E => R ‖y‖)
      (R' • (‖x‖⁻¹ • innerSL ℝ x)) x := hR.comp_hasFDerivAt x h2
  rw [hasGradientAt_iff_hasFDerivAt]
  refine h3.congr_fderiv ?_
  refine ContinuousLinearMap.ext fun v => ?_
  change R' * (‖x‖⁻¹ * inner ℝ x v) = inner ℝ ((R' / ‖x‖) • x) v
  rw [real_inner_smul_left]
  ring
```

The product rule is translated from derivatives to gradients by pairing both sides with an arbitrary vector `v`.

```lean
/-- The product rule for gradients of real functions differentiable at `x`. -/
theorem hasGradientAt_product {E : Type*} [NormedAddCommGroup E] [InnerProductSpace ℝ E]
    [CompleteSpace E] {f g : E → ℝ} {f' g' x : E}
    (hf : HasGradientAt f f' x) (hg : HasGradientAt g g' x) :
    HasGradientAt (fun y => f y * g y) (f x • g' + g x • f') x := by
  have h : HasFDerivAt (fun y => f y * g y)
      (f x • InnerProductSpace.toDual ℝ E g' + g x • InnerProductSpace.toDual ℝ E f') x :=
    hf.hasFDerivAt.mul hg.hasFDerivAt
  rw [hasGradientAt_iff_hasFDerivAt]
  refine h.congr_fderiv ?_
  refine ContinuousLinearMap.ext fun v => ?_
  change f x * inner ℝ g' v + g x * inner ℝ f' v = inner ℝ (f x • g' + g x • f') v
  rw [inner_add_left, real_inner_smul_left, real_inner_smul_left]
```

A coordinate is an inner product with a basis vector, so its gradient is e_i. The product rule with 1/‖y‖ then gives ∇n_i.

```lean
/-- Away from the origin, the gradient of the direction cosine `n_i` is
`(e_i - n_i x / ‖x‖) / ‖x‖`. -/
theorem hasGradientAt_dirCos {x : EuclideanSpace ℝ (Fin d)} (hx : x ≠ 0) (i : Fin d) :
    HasGradientAt (dirCos i) (dirCosGrad i x) x := by
  have hc : HasGradientAt (fun y : EuclideanSpace ℝ (Fin d) => y i)
      (EuclideanSpace.single i (1 : ℝ)) x := by
    -- a coordinate is the inner product with a basis vector
    have hfun : (fun y : EuclideanSpace ℝ (Fin d) => y i) = fun y =>
        InnerProductSpace.toDual ℝ (EuclideanSpace ℝ (Fin d))
          (EuclideanSpace.single i (1 : ℝ)) y := by
      funext y
      change y i = inner ℝ (EuclideanSpace.single i (1 : ℝ)) y
      simp [EuclideanSpace.inner_single_left]
    rw [hasGradientAt_iff_hasFDerivAt, hfun]
    exact ContinuousLinearMap.hasFDerivAt _
  have h := hasGradientAt_product hc
    (hasGradientAt_radial hx (hasDerivAt_inv (norm_ne_zero_iff.mpr hx)))
  have hf : (dirCos i : EuclideanSpace ℝ (Fin d) → ℝ) = fun y => y i * ‖y‖⁻¹ := by
    funext y
    simp only [dirCos, div_eq_mul_inv]
  rw [hf]
  convert h using 1
  unfold dirCosGrad dirCos
  module
```

Expanding the inner products gives the orthogonality and the formula for ∇n_i·∇n_j.

```lean
/-- Away from the origin, the gradients of the direction cosines are orthogonal to the position
vector, and their mutual inner products are `(δ_ij - n_i n_j) / ‖x‖²`. -/
theorem dirCosGrad_inner {x : EuclideanSpace ℝ (Fin d)} (hx : x ≠ 0) (i j : Fin d) :
    inner ℝ x (dirCosGrad i x) = 0 ∧
    inner ℝ (dirCosGrad i x) (dirCosGrad j x) =
      ((if i = j then 1 else 0) - dirCos i x * dirCos j x) / ‖x‖ ^ 2 := by
  have hr : ‖x‖ ≠ 0 := norm_ne_zero_iff.mpr hx
  have hn : ∀ k, inner ℝ x (EuclideanSpace.single k (1 : ℝ)) = ‖x‖ * dirCos k x := by
    intro k
    have : inner ℝ x (EuclideanSpace.single k (1 : ℝ)) = x k := by
      simp [EuclideanSpace.inner_single_right]
    rw [this, dirCos]
    field_simp
  have hn' : ∀ k, inner ℝ (EuclideanSpace.single k (1 : ℝ)) x = ‖x‖ * dirCos k x := by
    intro k
    rw [real_inner_comm, hn]
  have he : inner ℝ (EuclideanSpace.single i (1 : ℝ)) (EuclideanSpace.single j (1 : ℝ))
      = if i = j then (1 : ℝ) else 0 := by
    by_cases h : i = j <;> simp [EuclideanSpace.inner_single_left, h]
  constructor
  · simp only [dirCosGrad, real_inner_smul_right, inner_sub_right, hn,
      real_inner_self_eq_norm_sq]
    field_simp
    ring
  · simp only [dirCosGrad, real_inner_smul_left, real_inner_smul_right, inner_sub_left,
      inner_sub_right, hn, hn', he, real_inner_self_eq_norm_sq]
    generalize (if i = j then (1 : ℝ) else 0) = δ
    field_simp
    ring

/-- Away from the origin, the squared direction cosines add up to one. -/
theorem sum_dirCos_sq {x : EuclideanSpace ℝ (Fin d)} (hx : x ≠ 0) :
    ∑ i, dirCos i x ^ 2 = 1 := by
  have h : ‖x‖ ^ 2 = ∑ i, x i ^ 2 := by simp [EuclideanSpace.norm_sq_eq]
  simp only [dirCos, div_pow]
  rw [← Finset.sum_div, ← h]
  exact div_self (pow_ne_zero 2 (norm_ne_zero_iff.mpr hx))
```

The general shell formula assumes orthogonality only at `x`. The hypothesis `hG` removes the cross terms during the expansion.

```lean
/-- For orbitals `R(‖y‖) Y_k(y)` at `x ≠ 0`, with `R` differentiable at `‖x‖` and each `Y_k`
differentiable at `x` with gradient `G_k` orthogonal to `x`, the squared gradients at `x` add up to
`R'(‖x‖)² ∑ Y_k(x)² + R(‖x‖)² ∑ ‖G_k‖²`. -/
theorem shell_kinetic_sum {κ : Type*} [Fintype κ] {R : ℝ → ℝ} {R' : ℝ}
    {x : EuclideanSpace ℝ (Fin d)} (hx : x ≠ 0) (hR : HasDerivAt R R' ‖x‖)
    (Y : κ → EuclideanSpace ℝ (Fin d) → ℝ) (G : κ → EuclideanSpace ℝ (Fin d))
    (hY : ∀ k, HasGradientAt (Y k) (G k) x) (hG : ∀ k, inner ℝ x (G k) = 0) :
    ∑ k, ‖gradient (fun y => R ‖y‖ * Y k y) x‖ ^ 2 =
      R' ^ 2 * ∑ k, Y k x ^ 2 + R ‖x‖ ^ 2 * ∑ k, ‖G k‖ ^ 2 := by
  have hr : ‖x‖ ≠ 0 := norm_ne_zero_iff.mpr hx
  rw [Finset.mul_sum, Finset.mul_sum, ← Finset.sum_add_distrib]
  refine Finset.sum_congr rfl fun k _ => ?_
  rw [(hasGradientAt_product (hasGradientAt_radial hx hR) (hY k)).gradient]
  -- the cross term vanishes by orthogonality
  have h0 : inner ℝ (G k) x = 0 := by rw [real_inner_comm, hG k]
  rw [← real_inner_self_eq_norm_sq]
  simp only [inner_add_left, inner_add_right, real_inner_smul_left, real_inner_smul_right,
    hG k, h0, mul_zero, add_zero, zero_add]
  rw [real_inner_self_eq_norm_sq, real_inner_self_eq_norm_sq]
  field_simp
  ring
```

For the p shell, `hG` inside the proof is the angular sum (d − 1)/r².

```lean
/-- At `x ≠ 0`, with `R` differentiable at `r = ‖x‖`, the squared gradients of the `d` p functions
add up to `R'(r)² + (d - 1) R(r)² / r²`. -/
theorem p_shell_kinetic_sum {R : ℝ → ℝ} {R' : ℝ} {x : EuclideanSpace ℝ (Fin d)}
    (hx : x ≠ 0) (hR : HasDerivAt R R' ‖x‖) :
    ∑ i, ‖gradient (pOrbital R i) x‖ ^ 2 =
      R' ^ 2 + ((d : ℝ) - 1) * R ‖x‖ ^ 2 / ‖x‖ ^ 2 := by
  have h := shell_kinetic_sum hx hR (fun i : Fin d => dirCos i) (fun i => dirCosGrad i x)
    (hasGradientAt_dirCos hx) (fun i => (dirCosGrad_inner hx i i).1)
  have hg : ∀ i : Fin d, ‖dirCosGrad i x‖ ^ 2 = (1 - dirCos i x ^ 2) / ‖x‖ ^ 2 := by
    intro i
    rw [← real_inner_self_eq_norm_sq, (dirCosGrad_inner hx i i).2, if_pos rfl]
    ring
  have hG : ∑ i : Fin d, ‖dirCosGrad i x‖ ^ 2 = ((d : ℝ) - 1) / ‖x‖ ^ 2 := by
    rw [Finset.sum_congr rfl (fun i _ => hg i), ← Finset.sum_div, Finset.sum_sub_distrib,
      sum_dirCos_sq hx]
    simp
  refine h.trans ?_
  rw [sum_dirCos_sq hx, hG]
  ring
```

For the d shell, the index runs over pairs, and the constant δ_ij/d disappears on differentiation. `hY` and `hG` are the two angular sums; each separates the diagonal i = j before summing.

```lean
/-- At `x ≠ 0`, with `R` differentiable at `r = ‖x‖`, the squared gradients of the Cartesian
d functions, summed over all ordered pairs of axes, give `(1 - 1/d) (R'(r)² + 2 d R(r)² / r²)`. -/
theorem d_shell_kinetic_sum {R : ℝ → ℝ} {R' : ℝ} {x : EuclideanSpace ℝ (Fin d)}
    (hx : x ≠ 0) (hR : HasDerivAt R R' ‖x‖) :
    ∑ i, ∑ j, ‖gradient (dOrbital R i j) x‖ ^ 2 =
      (1 - 1 / (d : ℝ)) * (R' ^ 2 + 2 * d * R ‖x‖ ^ 2 / ‖x‖ ^ 2) := by
  have hr : ‖x‖ ≠ 0 := norm_ne_zero_iff.mpr hx
  have hs := sum_dirCos_sq hx
  have hd : (d : ℝ) ≠ 0 := by
    rintro h
    have h0 : d = 0 := by exact_mod_cast h
    subst h0
    exact hx (Subsingleton.elim _ _)
  have h := shell_kinetic_sum hx hR
    (fun (p : Fin d × Fin d) y =>
      dirCos p.1 y * dirCos p.2 y - if p.1 = p.2 then 1 / (d : ℝ) else 0)
    (fun p => dirCos p.1 x • dirCosGrad p.2 x + dirCos p.2 x • dirCosGrad p.1 x)
    (fun p => hasGradientAt_iff_hasFDerivAt.mpr
      ((hasGradientAt_product (hasGradientAt_dirCos hx p.1)
        (hasGradientAt_dirCos hx p.2)).hasFDerivAt.sub_const _))
    (fun p => by
      rw [inner_add_right, real_inner_smul_right, real_inner_smul_right,
        (dirCosGrad_inner hx p.1 p.1).1, (dirCosGrad_inner hx p.2 p.2).1]
      ring)
  simp only [Fintype.sum_prod_type] at h
  -- the angular weight of the shell
  have hY : ∑ i : Fin d, ∑ j : Fin d,
      (dirCos i x * dirCos j x - if i = j then 1 / (d : ℝ) else 0) ^ 2 = 1 - 1 / (d : ℝ) := by
    have ht : ∀ i j : Fin d,
        (dirCos i x * dirCos j x - if i = j then 1 / (d : ℝ) else 0) ^ 2 =
        dirCos i x ^ 2 * dirCos j x ^ 2 +
          (if i = j then 1 / (d : ℝ) ^ 2 - 2 / d * dirCos j x ^ 2 else 0) := by
      intro i j
      by_cases hij : i = j
      · subst hij
        simp only [↓reduceIte]
        ring
      · simp only [if_neg hij]
        ring
    simp only [ht, Finset.sum_add_distrib, Finset.sum_ite_eq, Finset.mem_univ, if_true,
      ← Finset.mul_sum, hs, mul_one, Finset.sum_sub_distrib, Finset.sum_const,
      Finset.card_univ, Fintype.card_fin, nsmul_eq_mul]
    field_simp
    ring
  -- the sum of the squared gradients of the angular functions
  have hG : ∑ i : Fin d, ∑ j : Fin d,
      ‖dirCos i x • dirCosGrad j x + dirCos j x • dirCosGrad i x‖ ^ 2 =
        2 * ((d : ℝ) - 1) / ‖x‖ ^ 2 := by
    have ht : ∀ i j : Fin d,
        ‖dirCos i x • dirCosGrad j x + dirCos j x • dirCosGrad i x‖ ^ 2 =
        (dirCos i x ^ 2 + (1 - 4 * dirCos i x ^ 2) * dirCos j x ^ 2 +
          (if i = j then 2 * dirCos j x ^ 2 else 0)) / ‖x‖ ^ 2 := by
      intro i j
      rw [← real_inner_self_eq_norm_sq]
      simp only [inner_add_left, inner_add_right, real_inner_smul_left, real_inner_smul_right,
        (dirCosGrad_inner hx _ _).2]
      by_cases hij : i = j
      · subst hij
        simp only [↓reduceIte]
        ring
      · simp only [if_neg hij, if_neg (Ne.symm hij), ↓reduceIte]
        ring
    simp only [ht, ← Finset.sum_div, Finset.sum_add_distrib, Finset.sum_ite_eq,
      Finset.mem_univ, if_true, ← Finset.mul_sum, hs, mul_one, Finset.sum_sub_distrib,
      Finset.sum_const, Finset.card_univ, Fintype.card_fin, nsmul_eq_mul]
    ring
  refine h.trans ?_
  rw [hY, hG]
  field_simp

end

end ShellKineticEnergy
```

```lean
#print axioms ShellKineticEnergy.p_shell_kinetic_sum
#print axioms ShellKineticEnergy.d_shell_kinetic_sum
```

```
'ShellKineticEnergy.p_shell_kinetic_sum' depends on axioms: [propext, Classical.choice, Quot.sound]
'ShellKineticEnergy.d_shell_kinetic_sum' depends on axioms: [propext, Classical.choice, Quot.sound]
```
